# For a symmetric quadratic interaction, the Kohn–Sham minus Harris energy is the interaction energy of the density residual

Let $n_i$ and $n_o$ be the input and output densities of an SCF step, as real vectors on a finite index set. Let $v$ be the external potential, $T$ the kinetic energy of the output state, $K$ a symmetric real kernel and $U(n)=\tfrac12\langle n,Kn\rangle$. With

$$E_{KS}=T+\langle v,n_o\rangle+U(n_o),\qquad E_H=T+\langle v+Kn_i,n_o\rangle-U(n_i),$$

the difference is

$$E_{KS}-E_H=U(n_o-n_i).$$

If $K$ is also positive semidefinite, this gap is nonnegative, and it is zero exactly when $K(n_o-n_i)=0$.

## The gap as a stopping criterion

In a model whose only density-density term is quadratic, with $K$ symmetric and positive semidefinite, an SCF code that evaluates both energies can use their difference as a convergence measure. It is an upper bound on the energy error of the output state, provided that this state minimises the band energy $T+\langle v+Kn_i,n_o\rangle$ over the allowed states.

A small gap forces a small density residual when $\langle x,Kx\rangle$ is at least a fixed positive multiple of $|x|^2$. If $k_{\min}|x|^2\le\langle x,Kx\rangle\le k_{\max}|x|^2$ for all $x$, then with $r=n_o-n_i$

$$\tfrac12k_{\min}|r|^2\le E_{KS}-E_H\le\tfrac12k_{\max}|r|^2.$$

The two-site kernel with all entries 1 sees only total charge: the gap vanishes for $n_i=(1,1)$ and $n_o=(2,0)$.

## From expansion to error bounds

In the difference, $T$ and $\langle v,n_o\rangle$ cancel:

$$E_{KS}-E_H=U(n_o)+U(n_i)-\langle n_o,Kn_i\rangle.$$

Expanding the residual energy gives

$$U(r)=U(n_o)+U(n_i)-\tfrac12\langle n_o,Kn_i\rangle-\tfrac12\langle n_i,Kn_o\rangle.$$

Hence, for any $K$,

$$E_{KS}-E_H=U(r)+\tfrac12\big(\langle n_i,Kn_o\rangle-\langle n_o,Kn_i\rangle\big).$$

Symmetry removes the bracket. Conversely, if the bracket vanishes for all densities, unit vectors show that $K$ equals its transpose.

For symmetric positive semidefinite $K$, the quadratic in $t$

$$0\le\langle tx+y,K(tx+y)\rangle=t^2\langle x,Kx\rangle+2t\langle x,Ky\rangle+\langle y,Ky\rangle$$

has nonpositive discriminant, so $\langle x,Ky\rangle^2\le\langle x,Kx\rangle\langle y,Ky\rangle$. Taking $x=Kr$ and $y=r$,

$$|Kr|^4\le\langle Kr,K(Kr)\rangle\,\langle r,Kr\rangle.$$

A zero gap means $\langle r,Kr\rangle=0$, hence $Kr=0$; the converse is immediate. Bounding the first factor by $k_{\max}|Kr|^2$ and cancelling $|Kr|^2$ when it is nonzero gives $|Kr|^2\le2k_{\max}(E_{KS}-E_H)$. If $Kr=0$, both sides are zero.

Nonnegativity of the gap for all data also forces $K$ to be positive semidefinite: set $n_i=0$, so that the gap is $U(n_o)$.

Finally, let `out` minimise the band energy at fixed $n_i$ and let `g` minimise $E_{KS}$. Subtracting the same $U(n_i)$ from both band energies gives the first inequality below; the second holds because $K$ is assumed symmetric and positive semidefinite, and the third because `g` minimises $E_{KS}$:

$$E_H(\mathrm{out})\le E_H(g)\le E_{KS}(g)\le E_{KS}(\mathrm{out}).$$

The error $E_{KS}(\mathrm{out})-E_{KS}(g)$ is therefore at most $U(n_{\mathrm{out}}-n_i)$, where $n_{\mathrm{out}}$ is the density of `out`.

## Lean source

```lean
import Mathlib

open Matrix

namespace HarrisKohnShamGap

noncomputable section

variable {ι : Type*} [Fintype ι]

/-- Quadratic interaction energy `U(n) = ⟨n, K n⟩ / 2` of a density `n` for the kernel `K`. -/
def hartree (K : Matrix ι ι ℝ) (n : ι → ℝ) : ℝ := 1 / 2 * (n ⬝ᵥ K *ᵥ n)

/-- Kinetic energy `T` plus the energy of the density `no` in the effective potential
`v + K ni` built from the input density `ni`. -/
def bandEnergy (K : Matrix ι ι ℝ) (T : ℝ) (v ni no : ι → ℝ) : ℝ :=
  T + (v + K *ᵥ ni) ⬝ᵥ no

/-- Kohn-Sham energy `T + ⟨v, no⟩ + U(no)` evaluated at the output density. -/
def ksEnergy (K : Matrix ι ι ℝ) (T : ℝ) (v no : ι → ℝ) : ℝ :=
  T + v ⬝ᵥ no + hartree K no

/-- Harris energy `T + ⟨v + K ni, no⟩ - U(ni)`. -/
def harrisEnergy (K : Matrix ι ι ℝ) (T : ℝ) (v ni no : ι → ℝ) : ℝ :=
  bandEnergy K T v ni no - hartree K ni

/-- For a symmetric kernel the mutual interaction of two densities does not depend on
their order. -/
theorem kernel_symm {K : Matrix ι ι ℝ} (hK : K.IsSymm) (a b : ι → ℝ) :
    a ⬝ᵥ K *ᵥ b = b ⬝ᵥ K *ᵥ a := by
  have h : Kᵀ = K := hK
  rw [Matrix.dotProduct_mulVec a K b, ← Matrix.mulVec_transpose, h]
  exact dotProduct_comm _ _

/-- For an arbitrary kernel the Kohn-Sham minus Harris energy is `U(no - ni)` plus half the
asymmetry `⟨ni, K no⟩ - ⟨no, K ni⟩`. -/
theorem gap_general (K : Matrix ι ι ℝ) (T : ℝ) (v ni no : ι → ℝ) :
    ksEnergy K T v no - harrisEnergy K T v ni no
      = hartree K (no - ni) + 1 / 2 * (ni ⬝ᵥ K *ᵥ no - no ⬝ᵥ K *ᵥ ni) := by
  unfold ksEnergy harrisEnergy bandEnergy hartree
  simp only [add_dotProduct, sub_dotProduct, dotProduct_sub, Matrix.mulVec_sub]
  rw [dotProduct_comm (K *ᵥ ni) no]
  ring

/-- For a symmetric kernel the Kohn-Sham minus Harris energy is the interaction energy of
the density residual `no - ni`. -/
theorem gap_eq {K : Matrix ι ι ℝ} (hK : K.IsSymm) (T : ℝ) (v ni no : ι → ℝ) :
    ksEnergy K T v no - harrisEnergy K T v ni no = hartree K (no - ni) := by
  rw [gap_general, kernel_symm hK ni no]
  ring

/-- The energy difference equals `U(no - ni)` for all data exactly when the kernel is
symmetric. -/
theorem gap_eq_iff_symm (K : Matrix ι ι ℝ) :
    (∀ (T : ℝ) (v ni no : ι → ℝ),
      ksEnergy K T v no - harrisEnergy K T v ni no = hartree K (no - ni)) ↔ K.IsSymm := by
  classical
  refine ⟨fun h => ?_, fun hK => gap_eq hK⟩
  -- the asymmetry term must vanish for all pairs of densities
  have hs : ∀ a b : ι → ℝ, a ⬝ᵥ K *ᵥ b = b ⬝ᵥ K *ᵥ a := by
    intro a b
    have h1 := h 0 0 a b
    have h2 := gap_general K 0 0 a b
    linarith
  -- unit vectors pick out the matrix elements
  have key : ∀ i j : ι,
      (Pi.single i (1 : ℝ) : ι → ℝ) ⬝ᵥ K *ᵥ (Pi.single j (1 : ℝ) : ι → ℝ) = K i j := by
    intro i j
    rw [single_dotProduct, one_mul]
    show (fun k => K i k) ⬝ᵥ (Pi.single j (1 : ℝ) : ι → ℝ) = K i j
    rw [dotProduct_single, mul_one]
  show Kᵀ = K
  ext i j
  rw [Matrix.transpose_apply, ← key j i, ← key i j]
  exact hs _ _

/-- Cauchy-Schwarz inequality for the form of a symmetric positive semidefinite kernel. -/
theorem kernel_cauchy_schwarz {K : Matrix ι ι ℝ} (hK : K.IsSymm)
    (hpos : ∀ x, 0 ≤ x ⬝ᵥ K *ᵥ x) (x y : ι → ℝ) :
    (x ⬝ᵥ K *ᵥ y) ^ 2 ≤ (x ⬝ᵥ K *ᵥ x) * (y ⬝ᵥ K *ᵥ y) := by
  -- the form along `t x + y` is a nonnegative quadratic in `t`
  have hq : ∀ t : ℝ,
      0 ≤ (x ⬝ᵥ K *ᵥ x) * (t * t) + (2 * (x ⬝ᵥ K *ᵥ y)) * t + y ⬝ᵥ K *ᵥ y := by
    intro t
    have h := hpos (t • x + y)
    simp only [Matrix.mulVec_add, Matrix.mulVec_smul, add_dotProduct, dotProduct_add,
      smul_dotProduct, dotProduct_smul, smul_eq_mul] at h
    rw [kernel_symm hK y x] at h
    nlinarith [h]
  have hd : discrim (x ⬝ᵥ K *ᵥ x) (2 * (x ⬝ᵥ K *ᵥ y)) (y ⬝ᵥ K *ᵥ y) ≤ 0 :=
    discrim_le_zero (fun t => by have h := hq t; nlinarith [h])
  unfold discrim at hd
  nlinarith [hd]

/-- For a symmetric positive semidefinite kernel the Kohn-Sham minus Harris energy equals
`U(no - ni)`, is nonnegative, and vanishes exactly when `K (no - ni) = 0`. -/
theorem ks_harris_gap {K : Matrix ι ι ℝ} (hK : K.IsSymm) (hpos : ∀ x, 0 ≤ x ⬝ᵥ K *ᵥ x)
    (T : ℝ) (v ni no : ι → ℝ) :
    ksEnergy K T v no - harrisEnergy K T v ni no = hartree K (no - ni) ∧
    0 ≤ ksEnergy K T v no - harrisEnergy K T v ni no ∧
    (ksEnergy K T v no - harrisEnergy K T v ni no = 0 ↔ K *ᵥ (no - ni) = 0) := by
  refine ⟨gap_eq hK T v ni no, ?_, ?_⟩
  · rw [gap_eq hK]
    unfold hartree
    have := hpos (no - ni)
    linarith
  · rw [gap_eq hK]
    unfold hartree
    generalize no - ni = r
    constructor
    · intro h
      have h0 : r ⬝ᵥ K *ᵥ r = 0 := by linarith
      -- Cauchy-Schwarz for the pair (K r, r) forces |K r|² = 0
      have hcs := kernel_cauchy_schwarz hK hpos (K *ᵥ r) r
      rw [h0, mul_zero] at hcs
      have h1 : ((K *ᵥ r) ⬝ᵥ (K *ᵥ r)) ^ 2 = 0 := le_antisymm hcs (sq_nonneg _)
      have h2 : (K *ᵥ r) ⬝ᵥ (K *ᵥ r) = 0 := (pow_eq_zero_iff two_ne_zero).1 h1
      exact dotProduct_self_eq_zero.1 h2
    · intro h
      rw [h]
      simp

/-- For a symmetric kernel the Harris energy is at most the Kohn-Sham energy for all data
exactly when the kernel is positive semidefinite. -/
theorem harris_le_ks_iff {K : Matrix ι ι ℝ} (hK : K.IsSymm) :
    (∀ (T : ℝ) (v ni no : ι → ℝ), harrisEnergy K T v ni no ≤ ksEnergy K T v no) ↔
      ∀ x, 0 ≤ x ⬝ᵥ K *ᵥ x := by
  constructor
  · intro h x
    have h1 := h 0 0 0 x
    have h2 := gap_eq hK 0 0 0 x
    rw [sub_zero x] at h2
    unfold hartree at h2
    linarith
  · intro hpos T v ni no
    have := (ks_harris_gap hK hpos T v ni no).2.1
    linarith

/-- If the form of a symmetric kernel lies between `kmin |x|²` and `kmax |x|²`, the energy
difference lies between `kmin / 2` and `kmax / 2` times the squared density residual. -/
theorem gap_density_residual_bounds {K : Matrix ι ι ℝ} (hK : K.IsSymm) {kmin kmax : ℝ}
    (hlow : ∀ x, kmin * (x ⬝ᵥ x) ≤ x ⬝ᵥ K *ᵥ x)
    (hup : ∀ x, x ⬝ᵥ K *ᵥ x ≤ kmax * (x ⬝ᵥ x)) (T : ℝ) (v ni no : ι → ℝ) :
    kmin / 2 * ((no - ni) ⬝ᵥ (no - ni)) ≤ ksEnergy K T v no - harrisEnergy K T v ni no ∧
    ksEnergy K T v no - harrisEnergy K T v ni no ≤ kmax / 2 * ((no - ni) ⬝ᵥ (no - ni)) := by
  rw [gap_eq hK]
  unfold hartree
  have h1 := hlow (no - ni)
  have h2 := hup (no - ni)
  constructor <;> nlinarith [h1, h2]

/-- For a symmetric positive semidefinite kernel with form at most `kmax |x|²`, the squared
potential residual `|K (no - ni)|²` is at most `2 kmax` times the energy difference. -/
theorem potential_residual_bound {K : Matrix ι ι ℝ} (hK : K.IsSymm)
    (hpos : ∀ x, 0 ≤ x ⬝ᵥ K *ᵥ x) {kmax : ℝ}
    (hup : ∀ x, x ⬝ᵥ K *ᵥ x ≤ kmax * (x ⬝ᵥ x)) (T : ℝ) (v ni no : ι → ℝ) :
    (K *ᵥ (no - ni)) ⬝ᵥ (K *ᵥ (no - ni))
      ≤ 2 * kmax * (ksEnergy K T v no - harrisEnergy K T v ni no) := by
  rw [gap_eq hK]
  unfold hartree
  generalize no - ni = r
  have hcs := kernel_cauchy_schwarz hK hpos (K *ᵥ r) r
  have hb := hup (K *ᵥ r)
  have hc := hpos r
  have hr := hup r
  have ha : 0 ≤ (K *ᵥ r) ⬝ᵥ (K *ᵥ r) := Finset.sum_nonneg fun i _ => mul_self_nonneg _
  have hrr : 0 ≤ r ⬝ᵥ r := Finset.sum_nonneg fun i _ => mul_self_nonneg _
  have hLc : 0 ≤ kmax * (r ⬝ᵥ K *ᵥ r) := by
    rcases le_total 0 kmax with hL | hL
    · exact mul_nonneg hL hc
    · have h1 : r ⬝ᵥ K *ᵥ r ≤ 0 := by
        nlinarith [mul_nonneg (neg_nonneg.2 hL) hrr]
      rw [le_antisymm h1 hc]
      simp
  rcases ha.eq_or_lt with h0 | h0
  · nlinarith [hLc, h0]
  · -- |K r|⁴ ≤ kmax |K r|² ⟨r, K r⟩, then cancel one positive factor
    have h1 : ((K *ᵥ r) ⬝ᵥ (K *ᵥ r)) * ((K *ᵥ r) ⬝ᵥ (K *ᵥ r))
        ≤ ((K *ᵥ r) ⬝ᵥ (K *ᵥ r)) * (kmax * (r ⬝ᵥ K *ᵥ r)) := by
      nlinarith [mul_le_mul_of_nonneg_right hb hc, hcs]
    have h2 := le_of_mul_le_mul_left h1 h0
    nlinarith [h2]

/-- For a symmetric positive semidefinite kernel, if `out` minimises the band energy in the
input potential and `g` minimises the
Kohn-Sham energy over a family of states, the energy of `g` lies between the Harris and
Kohn-Sham energies of `out`, and the latter exceeds it by at most `U(dens out - ni)`. -/
theorem ground_state_bracket {S : Type*} (T : S → ℝ) (dens : S → ι → ℝ)
    {K : Matrix ι ι ℝ} (hK : K.IsSymm) (hpos : ∀ x, 0 ≤ x ⬝ᵥ K *ᵥ x)
    (v ni : ι → ℝ) (out g : S)
    (hout : ∀ s, bandEnergy K (T out) v ni (dens out) ≤ bandEnergy K (T s) v ni (dens s))
    (hg : ∀ s, ksEnergy K (T g) v (dens g) ≤ ksEnergy K (T s) v (dens s)) :
    harrisEnergy K (T out) v ni (dens out) ≤ ksEnergy K (T g) v (dens g) ∧
    ksEnergy K (T g) v (dens g) ≤ ksEnergy K (T out) v (dens out) ∧
    ksEnergy K (T out) v (dens out) - ksEnergy K (T g) v (dens g)
      ≤ hartree K (dens out - ni) := by
  -- Harris(out) ≤ Harris(g) by minimality, Harris(g) ≤ KS(g) by positivity
  have h1 : harrisEnergy K (T out) v ni (dens out) ≤ harrisEnergy K (T g) v ni (dens g) := by
    unfold harrisEnergy
    linarith [hout g]
  have h2 := (ks_harris_gap hK hpos (T g) v ni (dens g)).2.1
  have h3 := gap_eq hK (T out) v ni (dens out)
  refine ⟨by linarith, hg out, by linarith⟩

/-- Two-site kernel with on-site strength 2 and inter-site strength 1. -/
def dimerKernel : Matrix (Fin 2) (Fin 2) ℝ := !![2, 1; 1, 2]

/-- Two-site density of total charge 2 with charge transfer `s`. -/
def dimerDensity (s : ℝ) : Fin 2 → ℝ := ![1 + s, 1 - s]

/-- Two sites with kinetic energy `2 s²`, potential `(-1, 1)` and input density `(1, 1)` meet
the hypotheses of the bracket with `out = 1/2`, `g = 1/3`, and the three energies are
`5/2`, `8/3` and `11/4`. -/
theorem ground_state_bracket_witness :
    dimerKernel.IsSymm ∧ (∀ x, 0 ≤ x ⬝ᵥ dimerKernel *ᵥ x) ∧
    (∀ s : ℝ, bandEnergy dimerKernel (2 * (1 / 2) ^ 2) ![-1, 1] ![1, 1] (dimerDensity (1 / 2))
      ≤ bandEnergy dimerKernel (2 * s ^ 2) ![-1, 1] ![1, 1] (dimerDensity s)) ∧
    (∀ s : ℝ, ksEnergy dimerKernel (2 * (1 / 3) ^ 2) ![-1, 1] (dimerDensity (1 / 3))
      ≤ ksEnergy dimerKernel (2 * s ^ 2) ![-1, 1] (dimerDensity s)) ∧
    harrisEnergy dimerKernel (2 * (1 / 2) ^ 2) ![-1, 1] ![1, 1] (dimerDensity (1 / 2))
      = 5 / 2 ∧
    ksEnergy dimerKernel (2 * (1 / 3) ^ 2) ![-1, 1] (dimerDensity (1 / 3)) = 8 / 3 ∧
    ksEnergy dimerKernel (2 * (1 / 2) ^ 2) ![-1, 1] (dimerDensity (1 / 2)) = 11 / 4 := by
  have hform : ∀ x : Fin 2 → ℝ,
      x ⬝ᵥ dimerKernel *ᵥ x = 2 * x 0 ^ 2 + 2 * x 0 * x 1 + 2 * x 1 ^ 2 := by
    intro x
    simp [dimerKernel, dotProduct, Matrix.mulVec, Fin.sum_univ_two]
    ring
  have hb : ∀ s : ℝ, bandEnergy dimerKernel (2 * s ^ 2) ![-1, 1] ![1, 1] (dimerDensity s)
      = 2 * s ^ 2 - 2 * s + 6 := by
    intro s
    simp [bandEnergy, dimerKernel, dimerDensity, dotProduct, Fin.sum_univ_two,
      Matrix.vecHead, Matrix.vecTail]
    ring
  have hk : ∀ s : ℝ, ksEnergy dimerKernel (2 * s ^ 2) ![-1, 1] (dimerDensity s)
      = 3 * s ^ 2 - 2 * s + 3 := by
    intro s
    unfold ksEnergy hartree
    rw [hform]
    simp [dimerDensity, dotProduct, Fin.sum_univ_two]
    ring
  have hu : hartree dimerKernel ![1, 1] = 3 := by
    unfold hartree
    rw [hform]
    norm_num
  refine ⟨?_, ?_, ?_, ?_, ?_, ?_, ?_⟩
  · unfold Matrix.IsSymm
    ext i j
    fin_cases i <;> fin_cases j <;> simp [dimerKernel]
  · intro x
    rw [hform]
    nlinarith [sq_nonneg (x 0 + x 1), sq_nonneg (x 0), sq_nonneg (x 1)]
  · intro s
    rw [hb (1 / 2), hb s]
    nlinarith [sq_nonneg (s - 1 / 2)]
  · intro s
    rw [hk (1 / 3), hk s]
    nlinarith [sq_nonneg (s - 1 / 3)]
  · unfold harrisEnergy
    rw [hb (1 / 2), hu]
    norm_num
  · rw [hk (1 / 3)]
    norm_num
  · rw [hk (1 / 2)]
    norm_num

/-- Two-site kernel with all entries equal to 1. -/
def chargingKernel : Matrix (Fin 2) (Fin 2) ℝ := !![1, 1; 1, 1]

/-- The all-ones kernel is symmetric and positive semidefinite, and the energy difference
vanishes for the distinct densities `ni = (1, 1)` and `no = (2, 0)`. -/
theorem gap_zero_with_residual :
    chargingKernel.IsSymm ∧ (∀ x, 0 ≤ x ⬝ᵥ chargingKernel *ᵥ x) ∧
    (![2, 0] : Fin 2 → ℝ) ≠ ![1, 1] ∧
    ∀ (T : ℝ) (v : Fin 2 → ℝ), ksEnergy chargingKernel T v ![2, 0]
      - harrisEnergy chargingKernel T v ![1, 1] ![2, 0] = 0 := by
  have hs : chargingKernel.IsSymm := by
    unfold Matrix.IsSymm
    ext i j
    fin_cases i <;> fin_cases j <;> simp [chargingKernel]
  -- the form depends only on the total charge
  have hform : ∀ x : Fin 2 → ℝ, x ⬝ᵥ chargingKernel *ᵥ x = (x 0 + x 1) ^ 2 := by
    intro x
    simp [chargingKernel, dotProduct, Matrix.mulVec, Fin.sum_univ_two]
    ring
  have hp : ∀ x : Fin 2 → ℝ, 0 ≤ x ⬝ᵥ chargingKernel *ᵥ x := by
    intro x
    rw [hform]
    exact sq_nonneg _
  refine ⟨hs, hp, ?_, ?_⟩
  · intro h
    have h1 := congrFun h 1
    simp at h1
  · intro T v
    rw [gap_eq hs]
    unfold hartree
    rw [hform]
    norm_num

end

end HarrisKohnShamGap
```

```lean
#print axioms HarrisKohnShamGap.gap_eq
#print axioms HarrisKohnShamGap.harris_le_ks_iff
#print axioms HarrisKohnShamGap.ground_state_bracket
#print axioms HarrisKohnShamGap.gap_zero_with_residual
```

```
'HarrisKohnShamGap.gap_eq' depends on axioms: [propext, Classical.choice, Quot.sound]
'HarrisKohnShamGap.harris_le_ks_iff' depends on axioms: [propext, Classical.choice, Quot.sound]
'HarrisKohnShamGap.ground_state_bracket' depends on axioms: [propext, Classical.choice, Quot.sound]
'HarrisKohnShamGap.gap_zero_with_residual' depends on axioms: [propext, Classical.choice, Quot.sound]
```

## Scope of the checked statements

`ks_harris_gap` is the main result. Its type `ι` indexes sites, grid points or basis coefficients; `⬝ᵥ` is the unweighted dot product, so quadrature weights must be absorbed into the data. `hK` states symmetry and `hpos` positive semidefiniteness: $\langle x,Kx\rangle\ge0$ for every real vector $x$, including those that change the total charge. Both are assumed of the kernel. Densities need not be positive or conserve charge.

The proof follows the derivation. `gap_general` distributes the products and closes with `ring`; `gap_eq` removes the asymmetry using `kernel_symm`. `kernel_cauchy_schwarz` uses `discrim_le_zero`, and supplies both the vanishing criterion and `potential_residual_bound`.

In `ground_state_bracket`, `S` is any family of states, with `T` and `dens` giving each state's kinetic energy and density. The minimisers are hypotheses (`hout`, `hg`), so an incompletely converged eigensolver can break the bracket. `ground_state_bracket_witness` satisfies the hypotheses on a one-parameter two-site family, with energies $5/2\le8/3\le11/4$: the gap is $1/4$ and the true error $1/12$. This is a toy model: the kinetic energy $2s^2$ is chosen for simplicity, and $s$ runs over all reals, so members with $|s|>1$ have a negative site density, though both minimisers have positive densities.

Apart from linear and quadratic terms, which $v$ and $K$ can absorb, the energies here contain no exchange-correlation functional; with a general functional the gap has further terms. The theorems concern exact real arithmetic and do not establish that an SCF iteration converges.
